# Removing a vertex from a determinant and from its stored inverse

Let $A$ be an invertible square matrix of size $n+1$ over a field, with inverse $N$. Deleting row $i$ and column $i$ of $A$ leaves a matrix $A^{(i)}$ of size $n$ with

$$\det A^{(i)} = N_{ii}\,\det A .$$

If $N_{ii}\neq 0$, then $A^{(i)}$ is invertible, and its inverse has the entries

$$\bigl(A^{(i)}\bigr)^{-1}_{jk} = N_{jk}-\frac{N_{ji}\,N_{ik}}{N_{ii}},\qquad j,k\neq i .$$

Here $j$ and $k$ keep the labels they had in $A$.

## Physical setting

In continuous-time Monte Carlo for interacting fermions, a configuration can be a finite list of interaction vertices. When the expansion is made around a non-interacting reference system, Wick's theorem turns the fermionic part of the configuration's weight into a determinant, or a product of determinants. Suppose that each vertex contributes one row and one column to each determinant, as in the Hubbard model with one determinant per spin. For the matrix $A$ of one such determinant, the entry $A_{ij}$ is then a non-interacting Green's function between vertices $i$ and $j$, with whatever diagonal convention the method uses.

A simulation of this kind proposes to remove a vertex and needs, for each determinant, the ratio of its new value to its old one. If the program stores $N=A^{-1}$, that ratio is the number $N_{ii}$, which can be read from memory. The acceptance probability also contains coupling constants and proposal probabilities, and these have to be supplied separately. If the move is accepted, the second formula turns the old inverse into the new one with a number of operations proportional to $n^2$. Inverting the reduced matrix afresh by elimination takes a number proportional to $n^3$.

In some expansions the rows of $A$ belong to one kind of operator and the columns to the other, for instance to creation and annihilation operators. A removal then deletes a row $r$ and a column $c$ that need not sit at the same position. The derivation below treats this general case and sets $r=c=i$ at the end.

## Statement

Write $A^{(r,c)}$ for the matrix left after deleting row $r$ and column $c$ of $A$. Assume $AN=1$. Then three things hold.

1. The determinant is $\det A^{(r,c)} = (-1)^{r+c}\,N_{cr}\,\det A$.
2. The matrix $A^{(r,c)}$ is invertible exactly when $N_{cr}\neq 0$.
3. If $N_{cr}\neq 0$, the inverse of $A^{(r,c)}$ has the entries $N_{kl}-N_{kr}N_{cl}/N_{cr}$, with $k\neq c$ and $l\neq r$.

The order of the indices matters: the rows of $N$ carry the column labels of $A$, so the relevant entry is $N_{cr}$ and not $N_{rc}$.

For two successive vertex removals, first $i$ with $N_{ii}\neq 0$ and then $j\neq i$, the second determinant ratio is

$$N_{jj}-\frac{N_{ji}N_{ij}}{N_{ii}},$$

expressed entirely through the original inverse.

## Derivation

**The determinant.** Let $\operatorname{adj}A$ be the adjugate, which satisfies $(\operatorname{adj}A)\,A=\det A\cdot 1$. Multiplying by $AN=1$ gives

$$\operatorname{adj}A=(\operatorname{adj}A)(AN)=\bigl((\operatorname{adj}A)A\bigr)N=\det A\; N .$$

The entry of the adjugate in row $c$ and column $r$ is the signed minor $(-1)^{r+c}\det A^{(r,c)}$. Comparing this entry on both sides gives

$$(-1)^{r+c}\det A^{(r,c)}=\det A\;N_{cr}.$$

Multiplying by $(-1)^{r+c}$, whose square is $1$, gives the first claim.

**Invertibility.** Taking determinants in $AN=1$ gives $\det A\,\det N=1$, so $\det A\neq 0$. By the determinant formula, $\det A^{(r,c)}$ is therefore nonzero exactly when $N_{cr}$ is.

**The inverse.** Let $p$ and $l$ be surviving row labels, so $p,l\neq r$. Write out the $(p,l)$ and $(p,r)$ entries of $AN=1$, with the term of the deleted column $c$ in front:

$$A_{pc}N_{cl}+\sum_{k\neq c}A_{pk}N_{kl}=\delta_{pl},$$

$$A_{pc}N_{cr}+\sum_{k\neq c}A_{pk}N_{kr}=0 .$$

The right side of the second equation is zero because $p\neq r$. Now multiply the reduced matrix by the proposed inverse:

$$\begin{aligned}
\sum_{k\neq c}A_{pk}\left(N_{kl}-\frac{N_{kr}N_{cl}}{N_{cr}}\right)
&=\sum_{k\neq c}A_{pk}N_{kl}-\left(\sum_{k\neq c}A_{pk}N_{kr}\right)\frac{N_{cl}}{N_{cr}}\\
&=\delta_{pl}-A_{pc}N_{cl}+A_{pc}N_{cr}\frac{N_{cl}}{N_{cr}}\\
&=\delta_{pl}.
\end{aligned}$$

The first sum lacks the deleted column's term, and the rank-one correction puts exactly that term back. Since the matrices are square, a right inverse is the inverse.

**The diagonal case.** For $r=c=i$ the sign is $(-1)^{2i}=1$, and the formulas become those stated at the start.

**A second removal.** After vertex $i$ is gone, the stored inverse has the diagonal entry $N_{jj}-N_{ji}N_{ij}/N_{ii}$ at vertex $j$. The determinant formula, applied to the reduced matrix and its inverse, says that this entry is the next ratio. Multiplying it by the first ratio $N_{ii}$ gives the total factor $N_{ii}N_{jj}-N_{ji}N_{ij}$ for the two removals together.

**A small check.** Take

$$A=\begin{pmatrix}2&1\\1&1\end{pmatrix},\qquad N=\begin{pmatrix}1&-1\\-1&2\end{pmatrix},\qquad \det A=1,$$

with indices starting at $0$. Removing vertex $1$ leaves the single entry $2$. The determinant formula gives $N_{11}\det A=2$, and the update gives the inverse $N_{00}-N_{01}N_{10}/N_{11}=1-\tfrac12=\tfrac12$.

**A neighbouring result: removing several vertices at once.** Let $R$ be the set of removed vertices and $S$ the set of survivors, and divide $A$ and $N$ into blocks accordingly. The two equations above become

$$A_{SS}N_{SS}+A_{SR}N_{RS}=1,\qquad A_{SS}N_{SR}+A_{SR}N_{RR}=0 .$$

If the block $N_{RR}$ is invertible, multiply the second equation from the right by $N_{RR}^{-1}N_{RS}$ and subtract it from the first. The result is

$$A_{SS}\left(N_{SS}-N_{SR}N_{RR}^{-1}N_{RS}\right)=1 .$$

This block formula is worked out on paper only; the Lean file treats one row and one column at a time.

## What the formal version assumes

The entries lie in an arbitrary field `K`, so real and complex matrices are both included. The matrices `A` and `N` are indexed by `Fin (n + 1)`, whose elements are $0,\dots,n$. The only link between them is the hypothesis `h : A * N = 1`. Neither symmetry nor any particular form of Green's function is required.

The definition `removeLine A r c` is the reduced matrix $A^{(r,c)}$. Its indices are positions $0,\dots,n-1$, and `r.succAbove` translates a row position into its original label: positions below `r` keep their number, and the others move up by one. For column positions, `c.succAbove` does the same with `c` in place of `r`. The derivation used original labels throughout, so its $N_{jk}$ appears in Lean as `N (i.succAbove j) (i.succAbove k)`.

This convention closes the gap and preserves the order of the survivors. A program may instead move the last row and column into the gap. For a vertex removal, rows and columns are then permuted in the same way, which leaves the determinant unchanged. For $r\neq c$ the two permutations can differ, and the sign has to be tracked.

The definition `updatedInverse N r c` is the rank-one update. The main theorem `vertex_removal` has two parts: the determinant formula, which holds for every `i`, and the entries of `(removeLine A i i)⁻¹`, which are given under the condition `N i i ≠ 0`. Lean's `⁻¹` also assigns a value to a singular matrix, but here the condition makes the reduced matrix invertible, as `isUnit_det_removeLine_iff` shows.

The case $n=0$ is allowed. The reduced matrix is then empty and has determinant $1$, so the determinant formula reads $1=N_{00}A_{00}$, and there are no inverse entries to compute. The theorem on a second removal starts from size $n+2$, so that two vertices are available.

The statements concern exact arithmetic. In floating-point work a small $N_{ii}$ makes the division sensitive to errors already present in $N$, and the theorems give no bound on such errors. The Wick expansion, the sampling and the acceptance rule are likewise not modelled.

## The Lean file

```lean
import Mathlib

open Matrix

namespace VertexRemoval

noncomputable section

variable {K : Type*} [Field K] {n : ℕ}

/-- The configuration matrix after deleting row `r` and column `c`. -/
def removeLine (A : Matrix (Fin (n + 1)) (Fin (n + 1)) K) (r c : Fin (n + 1)) :
    Matrix (Fin n) (Fin n) K :=
  A.submatrix r.succAbove c.succAbove

/-- The rank-one update of the stored inverse `N` when row `r` and column `c` of the
configuration matrix are deleted; `succAbove` runs over the surviving indices. -/
def updatedInverse (N : Matrix (Fin (n + 1)) (Fin (n + 1)) K) (r c : Fin (n + 1)) :
    Matrix (Fin n) (Fin n) K :=
  Matrix.of fun k l =>
    N (c.succAbove k) (r.succAbove l) - N (c.succAbove k) r * N c (r.succAbove l) / N c r

/-- Deleting row `r` and column `c` multiplies the determinant by the entry `N c r` of the
inverse, up to the sign `(-1)^(r+c)`. -/
theorem det_removeLine {A N : Matrix (Fin (n + 1)) (Fin (n + 1)) K} (h : A * N = 1)
    (r c : Fin (n + 1)) :
    (removeLine A r c).det = (-1) ^ ((r : ℕ) + (c : ℕ)) * N c r * A.det := by
  -- the adjugate is the determinant times the inverse
  have hadj : A.adjugate = A.det • N := by
    calc A.adjugate = A.adjugate * (A * N) := by rw [h, mul_one]
      _ = A.det • N := by
        rw [← mul_assoc, Matrix.adjugate_mul, Matrix.smul_mul, one_mul]
  -- its entries are the signed minors
  have h2 := congrFun (congrFun hadj c) r
  rw [Matrix.adjugate_fin_succ_eq_det_submatrix, Matrix.smul_apply, smul_eq_mul] at h2
  have hs : (-1 : K) ^ ((r : ℕ) + (c : ℕ)) * (-1) ^ ((r : ℕ) + (c : ℕ)) = 1 := by
    rw [← mul_pow]
    simp
  unfold removeLine
  linear_combination (-1 : K) ^ ((r : ℕ) + (c : ℕ)) * h2
    - (A.submatrix r.succAbove c.succAbove).det * hs

/-- The reduced matrix is invertible exactly when the entry `N c r` of the old inverse
is nonzero. -/
theorem isUnit_det_removeLine_iff {A N : Matrix (Fin (n + 1)) (Fin (n + 1)) K}
    (h : A * N = 1) (r c : Fin (n + 1)) :
    IsUnit (removeLine A r c).det ↔ N c r ≠ 0 := by
  have hA : A.det ≠ 0 := by
    intro h0
    have h1 := congrArg Matrix.det h
    rw [Matrix.det_mul, h0, zero_mul, Matrix.det_one] at h1
    exact zero_ne_one h1
  rw [isUnit_iff_ne_zero, det_removeLine h]
  simp [hA]

/-- If `N c r` is nonzero, the rank-one update of `N` is an inverse of the matrix with
row `r` and column `c` deleted. -/
theorem removeLine_mul_updatedInverse {A N : Matrix (Fin (n + 1)) (Fin (n + 1)) K}
    (h : A * N = 1) (r c : Fin (n + 1)) (hN : N c r ≠ 0) :
    removeLine A r c * updatedInverse N r c = 1 := by
  ext p l
  -- split the deleted column off the sums in `A * N = 1`
  have h1 := congrFun (congrFun h (r.succAbove p)) (r.succAbove l)
  have h2 := congrFun (congrFun h (r.succAbove p)) r
  rw [Matrix.mul_apply, Fin.sum_univ_succAbove _ c] at h1
  rw [Matrix.mul_apply, Fin.sum_univ_succAbove _ c,
    Matrix.one_apply_ne (Fin.succAbove_ne r p)] at h2
  have h3 : (1 : Matrix (Fin (n + 1)) (Fin (n + 1)) K) (r.succAbove p) (r.succAbove l)
      = (1 : Matrix (Fin n) (Fin n) K) p l := by
    simp [Matrix.one_apply]
  rw [h3] at h1
  have hq : N c r * (N c (r.succAbove l) / N c r) = N c (r.succAbove l) := by
    field_simp
  calc (removeLine A r c * updatedInverse N r c) p l
      = ∑ k, A (r.succAbove p) (c.succAbove k) * N (c.succAbove k) (r.succAbove l)
        - (∑ k, A (r.succAbove p) (c.succAbove k) * N (c.succAbove k) r)
          * (N c (r.succAbove l) / N c r) := by
        rw [Matrix.mul_apply, Finset.sum_mul, ← Finset.sum_sub_distrib]
        apply Finset.sum_congr rfl
        intro k _
        simp only [removeLine, updatedInverse, Matrix.submatrix_apply, Matrix.of_apply]
        ring
    -- the rank-one correction cancels the term of the deleted column
    _ = (1 : Matrix (Fin n) (Fin n) K) p l := by
        linear_combination h1 - (N c (r.succAbove l) / N c r) * h2
          + A (r.succAbove p) c * hq

/-- Vertex removal: deleting row and column `i` multiplies the determinant by `N i i`, and
for nonzero `N i i` the inverse of the reduced matrix has the entries
`N j k - N j i * N i k / N i i` over the surviving vertices. -/
theorem vertex_removal {A N : Matrix (Fin (n + 1)) (Fin (n + 1)) K} (h : A * N = 1)
    (i : Fin (n + 1)) :
    (removeLine A i i).det = N i i * A.det ∧
      (N i i ≠ 0 → ∀ j k : Fin n, (removeLine A i i)⁻¹ j k =
        N (i.succAbove j) (i.succAbove k)
          - N (i.succAbove j) i * N i (i.succAbove k) / N i i) := by
  constructor
  · rw [det_removeLine h, Even.neg_one_pow ⟨(i : ℕ), rfl⟩, one_mul]
  · intro hN j k
    rw [Matrix.inv_eq_right_inv (removeLine_mul_updatedInverse h i i hN)]
    rfl

/-- After vertex `i` has been removed with `N i i` nonzero, removing a second vertex `j`
multiplies the determinant by `N j j - N j i * N i j / N i i`, where `N` is the original
inverse and `j` is labelled by `i.succAbove j` in it. -/
theorem det_second_removal {A N : Matrix (Fin (n + 2)) (Fin (n + 2)) K} (h : A * N = 1)
    (i : Fin (n + 2)) (j : Fin (n + 1)) (hN : N i i ≠ 0) :
    (removeLine (removeLine A i i) j j).det =
      (N (i.succAbove j) (i.succAbove j)
        - N (i.succAbove j) i * N i (i.succAbove j) / N i i) * (removeLine A i i).det :=
  (vertex_removal (removeLine_mul_updatedInverse h i i hN) j).1

/-- An explicit rational 2 × 2 matrix and its inverse, whose first diagonal entry is
nonzero. -/
theorem vertex_removal_witness :
    (!![2, 1; 1, 1] : Matrix (Fin 2) (Fin 2) ℚ) * !![1, -1; -1, 2] = 1 ∧
      (!![1, -1; -1, 2] : Matrix (Fin 2) (Fin 2) ℚ) 0 0 ≠ 0 := by
  constructor
  · ext i j
    fin_cases i <;> fin_cases j <;> norm_num [Matrix.mul_apply, Fin.sum_univ_succ]
  · simp

end

end VertexRemoval
```

```lean
#print axioms VertexRemoval.isUnit_det_removeLine_iff
#print axioms VertexRemoval.vertex_removal
#print axioms VertexRemoval.det_second_removal
```

```
'VertexRemoval.isUnit_det_removeLine_iff' depends on axioms: [propext, Classical.choice, Quot.sound]
'VertexRemoval.vertex_removal' depends on axioms: [propext, Classical.choice, Quot.sound]
'VertexRemoval.det_second_removal' depends on axioms: [propext, Classical.choice, Quot.sound]
```

## Notes on the proof

**`det_removeLine`** follows the adjugate argument. The `calc` block `hadj` proves that the adjugate equals `A.det • N`. Taking the entry at `c`, `r` gives `h2`, and `Matrix.adjugate_fin_succ_eq_det_submatrix` rewrites its left side as a signed minor. The auxiliary equation `hs` says that the sign squares to one. The closing `linear_combination` multiplies `h2` by the sign and uses `hs` to clear it from the minor.

**`isUnit_det_removeLine_iff`** first derives `A.det ≠ 0`: if the determinant were zero, taking determinants in `h` would give $0=1$. Over a field, being a unit means being nonzero, so the determinant formula settles the equivalence.

**`removeLine_mul_updatedInverse`** contains the calculation of the inverse. The equations `h1` and `h2` are the $(p,l)$ and $(p,r)$ entries of $AN=1$. The lemma `Fin.sum_univ_succAbove` takes the term of column `c` out of each sum. The step `h3` identifies $\delta_{pl}$ in original labels with $\delta_{pl}$ in positions, and `hq` is the cancellation $N_{cr}(N_{cl}/N_{cr})=N_{cl}$, which needs `hN`.

The first step of the final `calc` separates the product into the two sums of the derivation. The second combines the equations as on paper: `h1`, minus $N_{cl}/N_{cr}$ times `h2`, plus $A_{pc}$ times `hq`.

**`vertex_removal`** sets both deleted indices to `i`. For the determinant, the exponent $i+i$ is even, so the sign disappears. For the inverse, `Matrix.inv_eq_right_inv` turns the right inverse just found into a statement about `⁻¹`, and the entries then agree by definition.

**`det_second_removal`** applies the determinant part of `vertex_removal` again. The matrix is now `removeLine A i i`, and the required hypothesis, that its product with the updated inverse is the identity, is supplied by `removeLine_mul_updatedInverse`.

**`vertex_removal_witness`** verifies by direct calculation that the $2\times2$ matrices of the small check multiply to the identity and that $N_{00}\neq 0$. They therefore satisfy the hypotheses for removing vertex $0$.
